# Enough d character inverts the spin-orbit splitting of p–d hybrids built on yz, zx, xy

A hybrid orbital is represented here by a pair, its p part and its d part, and not by the sum of two polynomials. The pair lets the spin-orbit operator act on each shell with its own constant, ζ_p or ζ_d. These constants stand for radial averages of the spin-orbit interaction in the two shells; they are given real numbers, not derived from a Dirac or density-functional calculation.

The angular functions are polynomials in x₀ = x, x₁ = y, x₂ = z with complex coefficients, which include the real orbitals. Indices run over 0, 1, 2 and are cyclic, and ħ = 1. The angular momentum L = -i r × ∇ is built from formal partial derivatives:

Lₖ q = -i (xₖ₊₁ ∂ₖ₊₂ q - xₖ₊₂ ∂ₖ₊₁ q)

```lean
import Mathlib

open MvPolynomial
open scoped Kronecker

namespace T2SpinOrbit

noncomputable section

/-- Polynomials in the coordinates x, y, z (indices 0, 1, 2) with complex coefficients. -/
abbrev Poly := MvPolynomial (Fin 3) ℂ

/-- The component `k` of the orbital angular momentum `L = -i r × ∇`; indices are cyclic. -/
def angMom (k : Fin 3) (q : Poly) : Poly :=
  C (-Complex.I) * (X (k + 1) * pderiv (k + 2) q - X (k + 2) * pderiv (k + 1) q)
```

Write Tᵢ = xᵢ₊₁ xᵢ₊₂, so that T₀, T₁, T₂ are yz, zx, xy. Derivatives at the origin read off the coefficients of xᵢ and Tᵢ, and `t2Proj` rebuilds a polynomial from its Tᵢ coefficients alone.

```lean
/-- The three functions yz, zx, xy, in this order. -/
def t2Orb (i : Fin 3) : Poly := X (i + 1) * X (i + 2)

/-- The coefficient of the coordinate `i` in a polynomial. -/
def pCoeff (i : Fin 3) (q : Poly) : ℂ := eval 0 (pderiv i q)

/-- The coefficient of `t2Orb i` in a polynomial, read off by a mixed second derivative. -/
def t2Coeff (i : Fin 3) (q : Poly) : ℂ := eval 0 (pderiv (i + 1) (pderiv (i + 2) q))

/-- The projection on the span of yz, zx, xy. -/
def t2Proj (q : Poly) : Poly := ∑ i, C (t2Coeff i q) * t2Orb i
```

The normalised angular functions are √(3/4π) xᵢ/r and √(15/4π) Tᵢ/r². Each shell has one common factor, which cancels in the matrices of L, so the coefficients give the normalised matrix elements.

The matrix Mₖ, called `pMat k`, has the entry -i at row k+1, column k+2, the entry i at row k+2, column k+1, and zeros elsewhere. With the Pauli matrices σₖ and s = σ/2, the Kronecker product joins orbital and spin in a six-dimensional space:

A = l·s = ½ Σₖ Mₖ ⊗ σₖ

```lean
/-- The p-orbital matrices of the angular momentum in the basis x, y, z. -/
def pMat (k : Fin 3) : Matrix (Fin 3) (Fin 3) ℂ :=
  Matrix.of fun i j =>
    if i = k + 1 ∧ j = k + 2 then -Complex.I
    else if i = k + 2 ∧ j = k + 1 then Complex.I else 0

/-- The Pauli matrices. -/
def pauli : Fin 3 → Matrix (Fin 2) (Fin 2) ℂ
  | 0 => !![0, 1; 1, 0]
  | 1 => !![0, -Complex.I; Complex.I, 0]
  | 2 => !![1, 0; 0, -1]

/-- The operator `l·s` of a p electron, with `s` half the Pauli matrices. -/
def lDotS : Matrix (Fin 3 × Fin 2) (Fin 3 × Fin 2) ℂ :=
  (1 / 2 : ℂ) • ∑ k, pMat k ⊗ₖ pauli k
```

Hybrid j combines xⱼ and Tⱼ with coefficients cos t and sin t, so its d character is sin²t. In a tetrahedral environment, with x, y, z along the cubic axes, these two sets have the same symmetry and may mix. The p and d orbitals are taken as orthonormal, and the spin-orbit operator has no p–d cross terms. `projectedSO` is its matrix H among the three hybrids with spin. Coupling to the e functions and to the orthogonal p–d combinations is left out.

```lean
/-- The hybrid `cos t p + sin t d`, stored as the pair of its p part and its d part. -/
def hybrid (t : ℝ) (j : Fin 3) : Poly × Poly :=
  (C (Real.cos t : ℂ) * X j, C (Real.sin t : ℂ) * t2Orb j)

/-- The overlap of hybrid `i` with a state, for orthonormal p and d orbitals. -/
def overlap (t : ℝ) (i : Fin 3) (ψ : Poly × Poly) : ℂ :=
  (Real.cos t : ℂ) * pCoeff i ψ.1 + (Real.sin t : ℂ) * t2Coeff i ψ.2

/-- The orbital part of the spin-orbit operator, with one constant for each shell. -/
def shellL (ζp ζd : ℝ) (k : Fin 3) (ψ : Poly × Poly) : Poly × Poly :=
  (C (ζp : ℂ) * angMom k ψ.1, C (ζd : ℂ) * angMom k ψ.2)

/-- The spin-orbit operator projected on the three hybrids, with spin. -/
def projectedSO (ζp ζd t : ℝ) : Matrix (Fin 3 × Fin 2) (Fin 3 × Fin 2) ℂ :=
  (1 / 2 : ℂ) • ∑ k, (Matrix.of fun i j =>
    overlap t i (shellL ζp ζd k (hybrid t j))) ⊗ₖ pauli k
```

The last definitions name a combination of the constants used from part (e) on, a matrix Q = (2/3)(A + 1), and the splitting Δ, the mean energy of the quartet minus that of the doublet.

```lean
/-- The bracket `cos² t ζ_p - sin² t ζ_d`. -/
def effCoupling (ζp ζd t : ℝ) : ℝ := Real.cos t ^ 2 * ζp - Real.sin t ^ 2 * ζd

/-- The projector `(2/3)(l·s + 1)` on the quartet level of `l·s`. -/
def quartet : Matrix (Fin 3 × Fin 2) (Fin 3 × Fin 2) ℂ := (2 / 3 : ℂ) • (lDotS + 1)

/-- The mean spin-orbit energy of the quartet minus that of the doublet. -/
def splitting (ζp ζd t : ℝ) : ℝ :=
  (Matrix.trace (projectedSO ζp ζd t * quartet) / 4
    - Matrix.trace (projectedSO ζp ζd t * (1 - quartet)) / 2).re
```

## (a) Removing the e functions

Show that the projection P, `t2Proj`, keeps the Tᵢ and removes every e function, for all complex cᵢ, a, b:

P(Σᵢ cᵢTᵢ + a(x² - y²) + b(y² - z²)) = Σᵢ cᵢTᵢ

The coefficient of Tᵢ is the mixed derivative ∂ᵢ₊₁∂ᵢ₊₂ at the origin. It gives 1 on Tᵢ and 0 on the other two products. Mixed derivatives of squares vanish, so a and b disappear. The two differences span the e functions, since 3z² - r² = -(x² - y²) - 2(y² - z²).

The proof reduces the identity to equality of coefficients, and `fin_cases i` checks the three of them.

```lean
/-- The projection keeps the yz, zx, xy part of a d function and discards its e part,
a combination of x² - y² and y² - z². -/
theorem t2Proj_discards_e (c : Fin 3 → ℂ) (a b : ℂ) :
    t2Proj (∑ i, C (c i) * t2Orb i + C a * (X 0 ^ 2 - X 1 ^ 2) + C b * (X 1 ^ 2 - X 2 ^ 2))
      = ∑ i, C (c i) * t2Orb i := by
  unfold t2Proj
  refine Finset.sum_congr rfl fun i _ => ?_
  congr 2
  fin_cases i <;>
    simp [t2Coeff, t2Orb, Fin.sum_univ_three, pow_two, pderiv_X]
```

## (b) Angular momentum on x, y, z

Show that Mₖ represents Lₖ on the coordinates:

Lₖ xⱼ = Σᵢ (Mₖ)ᵢⱼ xᵢ

Differentiation gives

Lₖ xₖ = 0
Lₖ xₖ₊₁ = i xₖ₊₂
Lₖ xₖ₊₂ = -i xₖ₊₁

These are the columns of Mₖ. Lean goes through the nine pairs (k, j) and evaluates the derivatives.

```lean
/-- On the functions x, y, z the angular momentum acts by the p-orbital matrices. -/
theorem angMom_p (k j : Fin 3) : angMom k (X j) = ∑ i, C (pMat k i j) * X i := by
  fin_cases k <;> fin_cases j <;>
    simp [angMom, pMat, Fin.sum_univ_three, pderiv_X]
```

## (c) Matrix elements among yz, zx, xy

Show that the coefficient of Tᵢ in LₖTⱼ is

[LₖTⱼ]ᵢ = -(Mₖ)ᵢⱼ

The product rule gives

Lₖ Tₖ = -i (xₖ₊₁² - xₖ₊₂²)
Lₖ Tₖ₊₁ = -i xₖ xₖ₊₁ = -i Tₖ₊₂
Lₖ Tₖ₊₂ = i xₖ xₖ₊₂ = i Tₖ₊₁

The first result is an e function and has no Tᵢ coefficient. The other two have the opposite signs to those in (b). The formal proof checks all 27 index choices.

```lean
/-- The matrix elements of `L` among yz, zx, xy are minus those among x, y, z. -/
theorem t2_element (k i j : Fin 3) : t2Coeff i (angMom k (t2Orb j)) = -pMat k i j := by
  fin_cases k <;> fin_cases i <;> fin_cases j <;>
    simp [t2Coeff, angMom, t2Orb, pMat, pderiv_X]
```

## (d) The projected operator

Deduce the action of the projected angular momentum:

P(LₖTⱼ) = -Σᵢ (Mₖ)ᵢⱼ Tᵢ

By definition P(LₖTⱼ) = Σᵢ [LₖTⱼ]ᵢ Tᵢ. Inserting (c) gives the result, and the `simp only` call makes the same substitution. The reversal belongs to the projected operator: LₖTₖ itself is a nonzero e function.

```lean
/-- The angular momentum projected on the span of yz, zx, xy acts by minus the
p-orbital matrices. -/
theorem t2Proj_angMom (k j : Fin 3) :
    t2Proj (angMom k (t2Orb j)) = -∑ i, C (pMat k i j) * t2Orb i := by
  simp only [t2Proj, t2_element, map_neg, neg_mul, Finset.sum_neg_distrib]
```

## (e) Coupling of the hybrids

Show that, for all real ζ_p, ζ_d and t,

H = b A, with b = cos²t ζ_p - sin²t ζ_d

The orbital matrix element between hybrids i and j has one contribution from each shell:

cos²t ζ_p (Mₖ)ᵢⱼ + sin²t ζ_d (-(Mₖ)ᵢⱼ) = b (Mₖ)ᵢⱼ

One factor cos t or sin t comes from each hybrid. Taking the Kronecker product with σₖ/2 and summing over k gives bA.

In the code, `hL`, `hp` and `hd` move scalars through L and the coefficient maps, `hpe` supplies the p elements from (b), and `h` is the equation above. The number b is `effCoupling`; it is not the coefficient b of part (a).

```lean
/-- The spin-orbit operator projected on the hybrids `cos t p + sin t d` is
`(cos² t ζ_p - sin² t ζ_d) l·s`. -/
theorem projectedSO_eq (ζp ζd t : ℝ) :
    projectedSO ζp ζd t = (effCoupling ζp ζd t : ℂ) • lDotS := by
  -- scalars pass through the angular momentum and the coefficient functionals
  have hL : ∀ (k : Fin 3) (a : ℂ) (q : Poly), angMom k (C a * q) = C a * angMom k q := by
    intro k a q
    simp only [angMom, pderiv_mul, pderiv_C, zero_mul, zero_add]
    ring
  have hp : ∀ (i : Fin 3) (a : ℂ) (q : Poly), pCoeff i (C a * q) = a * pCoeff i q := by
    intro i a q
    simp only [pCoeff, pderiv_mul, pderiv_C, zero_mul, zero_add, map_mul, eval_C]
  have hd : ∀ (i : Fin 3) (a : ℂ) (q : Poly), t2Coeff i (C a * q) = a * t2Coeff i q := by
    intro i a q
    simp only [t2Coeff, pderiv_mul, pderiv_C, zero_mul, zero_add, map_mul, eval_C]
  have hpe : ∀ k i j : Fin 3, pCoeff i (angMom k (X j)) = pMat k i j := by
    intro k i j
    rw [angMom_p]
    fin_cases i <;>
      simp [pCoeff, Fin.sum_univ_three, pderiv_X]
  -- the p and d parts enter with opposite signs
  have h : ∀ k, (Matrix.of fun i j => overlap t i (shellL ζp ζd k (hybrid t j)))
      = (effCoupling ζp ζd t : ℂ) • pMat k := by
    intro k
    ext i j
    simp only [Matrix.of_apply, overlap, shellL, hybrid, hL, hp, hd, hpe, t2_element,
      Matrix.smul_apply, smul_eq_mul, effCoupling]
    push_cast
    ring
  simp only [projectedSO, lDotS, h, Matrix.smul_kronecker, ← Finset.smul_sum]
  rw [smul_comm]
```

## (f) A quadratic equation for l·s

Show that

A² = ½ - ½A

Let S = 2A = Σₖ Mₖ ⊗ σₖ. The product rule for Pauli matrices, together with L² = 2 and L × L = iL for a p shell, gives

S² = L² + i (L × L)·σ = 2 - S

Dividing by 4 gives A² = ½ - S/4 = ½ - ½A. Equivalently, (A - ½)(A + 1) = 0, so the only possible levels are ½ and -1.

Lean obtains S² = 2 - S by comparing all 36 matrix entries, then rescales.

```lean
set_option maxHeartbeats 400000 in
/-- The operator `l·s` of a p electron satisfies `(l·s)² = 1/2 - (l·s)/2`. -/
theorem lDotS_sq : lDotS * lDotS = (1 / 2 : ℂ) • 1 - (1 / 2 : ℂ) • lDotS := by
  have h : (∑ k, pMat k ⊗ₖ pauli k) * (∑ k, pMat k ⊗ₖ pauli k)
      = (2 : ℂ) • 1 - ∑ k, pMat k ⊗ₖ pauli k := by
    ext ⟨i, a⟩ ⟨j, b⟩
    fin_cases i <;> fin_cases a <;> fin_cases j <;> fin_cases b <;>
      simp [Matrix.mul_apply, Fintype.sum_prod_type, Fin.sum_univ_three, Fin.sum_univ_two,
        Matrix.kroneckerMap_apply, pMat, pauli] <;> norm_num
  simp only [lDotS, smul_mul_assoc, mul_smul_comm, h]
  module
```

## (g) The quartet projector

Show that

Q² = Q and tr Q = 4

Using (f),

Q² = (4/9)(A² + 2A + 1) = (4/9)(3/2)(A + 1) = Q

Each Mₖ has trace zero, hence tr A = 0 and tr Q = (2/3)·6 = 4. The complement 1 - Q has trace 2. In the proof, `module` collects the coefficients of A and 1 after `lDotS_sq` has replaced A².

```lean
/-- The quartet projector is idempotent and has trace 4. -/
theorem quartet_projector : quartet * quartet = quartet ∧ Matrix.trace quartet = 4 := by
  constructor
  · simp only [quartet, smul_mul_assoc, mul_smul_comm, add_mul, mul_add, one_mul, mul_one,
      lDotS_sq]
    module
  · have hp : ∀ k, Matrix.trace (pMat k) = 0 := by
      intro k
      fin_cases k <;> simp [Matrix.trace, Fin.sum_univ_three, pMat]
    have hl : Matrix.trace lDotS = 0 := by
      simp [lDotS, Matrix.trace_smul, Matrix.trace_sum, Matrix.trace_kronecker, hp]
    rw [quartet, Matrix.trace_smul, Matrix.trace_add, hl, Matrix.trace_one]
    norm_num [Fintype.card_prod]
```

## (h) The two levels

Find the energies of H on the two subspaces by showing

HQ = (b/2) Q
H(1 - Q) = -b (1 - Q)

From (f),

AQ = (2/3)(A² + A) = (1/3)(1 + A) = ½Q

Since 1 - Q = (1 - 2A)/3,

A(1 - Q) = (A - 2A²)/3 = (2A - 1)/3 = -(1 - Q)

Multiplication by b gives both energies. The code rewrites H by (e) and treats the two products with the same steps.

```lean
/-- The projected spin-orbit operator has the energy `b/2` on the quartet and `-b` on the
doublet, where `b = cos² t ζ_p - sin² t ζ_d`. -/
theorem hybrid_levels (ζp ζd t : ℝ) :
    projectedSO ζp ζd t * quartet = ((effCoupling ζp ζd t : ℂ) / 2) • quartet ∧
    projectedSO ζp ζd t * (1 - quartet) = (-(effCoupling ζp ζd t : ℂ)) • (1 - quartet) := by
  rw [projectedSO_eq]
  constructor <;>
  · simp only [quartet, smul_mul_assoc, mul_smul_comm, mul_add, mul_sub, mul_one, lDotS_sq]
    module
```

## (i) The splitting

Show that

Δ = (3/2)(cos²t ζ_p - sin²t ζ_d)

The mean energies are traces divided by the dimensions 4 and 2. By (g) and (h),

Δ = (b/2)·4/4 - (-b)·2/2 = b/2 + b = 3b/2

The definition takes the real part of a complex trace expression; `h2` shows that this expression is already the real number 3b/2.

```lean
/-- The splitting of the hybrids is `3/2 (cos² t ζ_p - sin² t ζ_d)`. -/
theorem splitting_eq (ζp ζd t : ℝ) :
    splitting ζp ζd t = 3 / 2 * (Real.cos t ^ 2 * ζp - Real.sin t ^ 2 * ζd) := by
  have h1 : Matrix.trace (1 : Matrix (Fin 3 × Fin 2) (Fin 3 × Fin 2) ℂ) = 6 := by
    rw [Matrix.trace_one]
    norm_num [Fintype.card_prod]
  change _ = 3 / 2 * effCoupling ζp ζd t
  rw [splitting, (hybrid_levels ζp ζd t).1, (hybrid_levels ζp ζd t).2, Matrix.trace_smul,
    Matrix.trace_smul, Matrix.trace_sub, h1, quartet_projector.2, smul_eq_mul, smul_eq_mul]
  have h2 : (effCoupling ζp ζd t : ℂ) / 2 * 4 / 4 - -(effCoupling ζp ζd t : ℂ) * (6 - 4) / 2
      = ((3 / 2 * effCoupling ζp ζd t : ℝ) : ℂ) := by
    push_cast
    ring
  rw [h2, Complex.ofReal_re]
```

## (j) When the order inverts

For ζ_d > 0 and cos t ≠ 0, show that

Δ < 0 if and only if ζ_p/ζ_d < tan²t

By (i), Δ < 0 means cos²t ζ_p < sin²t ζ_d. Dividing by the positive number ζ_d cos²t gives the criterion, and every step can be reversed. Lean clears the denominators with `div_lt_div_iff₀` and finishes by linear arithmetic. For a pure d state, cos t = 0, part (i) gives Δ = -(3/2)ζ_d directly.

A negative Δ puts the doublet above the quartet. This bears on the order of spin-orbit-split t2 levels at tetrahedral sites, within a one-electron model with a fixed mixing angle.

```lean
/-- For `ζ_d > 0` and a hybrid with some p character (`cos t ≠ 0`), the splitting is negative
exactly when `ζ_p / ζ_d < tan² t`. -/
theorem splitting_neg_iff (ζp ζd t : ℝ) (hd : 0 < ζd) (ht : Real.cos t ≠ 0) :
    splitting ζp ζd t < 0 ↔ ζp / ζd < Real.tan t ^ 2 := by
  have hc : 0 < Real.cos t ^ 2 := by positivity
  rw [splitting_eq, Real.tan_eq_sin_div_cos, div_pow, div_lt_div_iff₀ hd hc]
  constructor <;> intro h <;> linarith
```

## (k) Equal constants

Take ζ_p = ζ_d = ζ and t = π/3, and show that

Δ = -(3/4) ζ

Here cos²t = 1/4 and sin²t = 3/4, so

Δ = (3/2)(1/4 - 3/4) ζ = -(3/4) ζ

For ζ > 0 the order is inverted, although both shells have the same positive constant. The step `h3` supplies (√3)² = 3, needed for sin²t.

```lean
/-- With equal constants `ζ` for both shells and `t = π/3`, the splitting is `-3ζ/4`. -/
theorem splitting_equal_constants (ζ : ℝ) :
    splitting ζ ζ (Real.pi / 3) = -(3 / 4) * ζ := by
  have h3 : Real.sqrt 3 ^ 2 = 3 := Real.sq_sqrt (by norm_num)
  rw [splitting_eq, Real.cos_pi_div_three, Real.sin_pi_div_three]
  linear_combination (-(3 / 8) * ζ) * h3

end

end T2SpinOrbit
```

```lean
#print axioms T2SpinOrbit.t2Proj_discards_e
#print axioms T2SpinOrbit.t2Proj_angMom
#print axioms T2SpinOrbit.splitting_neg_iff
#print axioms T2SpinOrbit.splitting_equal_constants
```

```
'T2SpinOrbit.t2Proj_discards_e' depends on axioms: [propext, Classical.choice, Quot.sound]
'T2SpinOrbit.t2Proj_angMom' depends on axioms: [propext, Classical.choice, Quot.sound]
'T2SpinOrbit.splitting_neg_iff' depends on axioms: [propext, Classical.choice, Quot.sound]
'T2SpinOrbit.splitting_equal_constants' depends on axioms: [propext, Classical.choice, Quot.sound]
```
